# Removing one electron from an \(N\)-electron state gives at least \(N\) independent parent states

Electron modes are described here by operators and their algebra, without constructing a Fock space. On a complex inner-product space \(H\) there are finitely many annihilators \(a_i\), with adjoints \(a_i^\dagger\), satisfying
\[
a_ia_j+a_ja_i=0,\qquad a_ia_j^\dagger+a_j^\dagger a_i=\delta_{ij}.
\]
A vector \(\psi\) has \(N\) electrons if \(\sum_i a_i^\dagger a_i\psi=N\psi\). For a unit vector of this kind, the vectors \(a_i\psi\) span at least \(N\) dimensions, so a parentage expansion \(a_i\psi=\sum_p c_{pi}\theta_p\) needs at least \(N\) parent states \(\theta_p\).

The count is of individual states, not of spectroscopic terms. The \(p^3\;{}^4S\) state with \(M_S=3/2\) has the single parent term \({}^3P\), but three parent states within it.

## From the anticommutator to the dimension

Take complex amplitudes \(c_i\) and put \(A=\sum_i c_ia_i\), so that \(A^\dagger=\sum_i\overline{c_i}\,a_i^\dagger\). Then
\[
AA^\dagger+A^\dagger A=\sum_{i,j}c_i\overline{c_j}\,(a_ia_j^\dagger+a_j^\dagger a_i)=\sum_i|c_i|^2 .
\]
Taking the inner product with \(x\) on both sides gives
\[
\|Ax\|^2+\|A^\dagger x\|^2=\sum_i|c_i|^2\,\|x\|^2. \tag{1}
\]

Let \(\theta\) and \(\psi\) be unit vectors and \(S=\sum_i|\langle\theta,a_i\psi\rangle|^2\). Choose \(c_i=\overline{\langle\theta,a_i\psi\rangle}\). Then \(\langle\theta,A\psi\rangle=S\) and \(\sum_i|c_i|^2=S\). By Cauchy–Schwarz and (1),
\[
S^2\le\|A\psi\|^2\le S,\qquad\text{hence } S\le1. \tag{2}
\]

Now let \(\psi\) have \(N\) electrons. The squared norms of its parents satisfy
\[
\sum_i\|a_i\psi\|^2=\Big\langle\sum_i a_i^\dagger a_i\psi,\psi\Big\rangle=N .
\]
Let \(b_p\), \(p=1,\dots,d\), be an orthonormal basis of the span of the \(a_i\psi\). Expanding each norm and applying (2) to each \(b_p\) gives
\[
N=\sum_p\sum_i|\langle b_p,a_i\psi\rangle|^2\le d .
\]
If every \(a_i\psi\) is a combination of the \(\theta_p\), this span lies inside theirs, so there are at least \(d\ge N\) of them.

The \(a_i\psi\) have the right electron number. If \(\psi\) has \(N+1\) electrons, then
\[
\sum_j a_j^\dagger a_ja_i\psi=\sum_j(a_ia_j^\dagger-\delta_{ij})a_j\psi=(N+1)a_i\psi-a_i\psi=N a_i\psi .
\]

For a determinant with filled set \(S\) (now a set of modes), \(a_i^\dagger\psi=0\) for \(i\in S\) and \(a_i\psi=0\) otherwise. Thus \(a_i^\dagger a_i\psi\) is \(\psi\) on filled modes and zero on empty ones, and the electron number is \(|S|\). At most \(|S|\) parents are nonzero, so the dimension is exactly \(|S|\).

## Removal amplitudes in a configuration-interaction calculation

For a two-electron expansion in four modes, take
\[
\psi=\cos\alpha\,a_1^\dagger a_2^\dagger|0\rangle+\sin\alpha\,a_3^\dagger a_4^\dagger|0\rangle .
\]
The four vectors \(a_i\psi\) are, up to sign, \(\cos\alpha\,|2\rangle\), \(\cos\alpha\,|1\rangle\), \(\sin\alpha\,|4\rangle\) and \(\sin\alpha\,|3\rangle\), where \(|0\rangle\) is the normalised vacuum, with \(a_i|0\rangle=0\) for all \(i\), and \(|i\rangle=a_i^\dagger|0\rangle\). Their Gram matrix is the one-particle density matrix, with eigenvalues \(\cos^2\alpha\) and \(\sin^2\alpha\), each twice. Its trace is 2, and its rank is the parent dimension: 4 in general, and 2 when only one determinant remains.

When \(\theta\) is a state of the ion, the numbers \(\langle\theta,a_i\psi\rangle\) are the components of a Dyson orbital. In a finite orthonormal orbital basis, (2) bounds its squared norm by one, whatever the interaction between the electrons.

## The operator algebra in Lean

```lean
import Mathlib

open scoped InnerProductSpace ComplexConjugate
open Matrix

namespace ParentageDimension

variable {ι H : Type*} [Fintype ι] [DecidableEq ι]
  [NormedAddCommGroup H] [InnerProductSpace ℂ H]
```

The finite type `ι` labels the modes, and `H` is the state space, which may be infinite-dimensional.

```lean
/-- The operators `a i` and `ad i` annihilate and create an electron in mode `i`: they are
mutually adjoint and obey the canonical anticommutation relations. -/
structure FermionModes (a ad : ι → H →ₗ[ℂ] H) : Prop where
  adj : ∀ i x y, ⟪ad i x, y⟫_ℂ = ⟪x, a i y⟫_ℂ
  anti : ∀ i j x, a i (a j x) + a j (a i x) = 0
  car : ∀ i j x, a i (ad j x) + ad j (a i x) = if i = j then x else 0
```

The field `adj` states adjointness; `anti` and `car` are the two anticommutation relations. The relation `car` encodes orthonormal orbitals as well as Fermi statistics. Adjointness, `anti` and the electron-number condition alone do not give the bound. On \(\mathbb C^2\) with basis \(|0\rangle,|1\rangle\), the single operator \(a=\sqrt2\,|0\rangle\langle1|\) has \(a^2=0\) and \(a^\dagger a|1\rangle=2|1\rangle\), yet \(a|1\rangle\) spans one dimension. Here an orbital of squared norm 2 has been counted as one mode.

```lean
/-- The vector `ψ` is an eigenvector of the number operator `∑ ad i a i` with eigenvalue `N`,
or zero. -/
def HasElectrons (a ad : ι → H →ₗ[ℂ] H) (N : ℕ) (ψ : H) : Prop :=
  ∑ i, ad i (a i ψ) = (N : ℂ) • ψ
```

The zero vector meets this condition for every `N`; the theorems on dimension exclude it by requiring `‖ψ‖ = 1`.

## The orbital identity and the weight of one parent

```lean
/-- The inner product of a vector with itself is its squared norm. -/
lemma inner_self_cast (x : H) : ⟪x, x⟫_ℂ = ((‖x‖ ^ 2 : ℝ) : ℂ) :=
  (inner_self_eq_norm_sq_to_K x).trans (Complex.ofReal_pow _ _).symm
```

This lets squared norms be computed as complex inner products, which are conjugate-linear in the first argument.

```lean
/-- Annihilating and creating an electron in the same orbital, a superposition of modes with
amplitudes `conj (c i)`, gives two vectors whose squared norms add up to `(∑ |c i|²) ‖x‖²`. -/
theorem orbital_norm_sum {a ad : ι → H →ₗ[ℂ] H} (h : FermionModes a ad) (c : ι → ℂ) (x : H) :
    ‖∑ i, c i • a i x‖ ^ 2 + ‖∑ i, conj (c i) • ad i x‖ ^ 2 = (∑ i, ‖c i‖ ^ 2) * ‖x‖ ^ 2 := by
  -- the anticommutator as a relation between overlaps
  have pair : ∀ i j, ⟪a j x, a i x⟫_ℂ + ⟪ad i x, ad j x⟫_ℂ
      = if i = j then ⟪x, x⟫_ℂ else 0 := by
    intro i j
    have h1 : ⟪a j x, a i x⟫_ℂ = ⟪x, ad j (a i x)⟫_ℂ := by
      rw [← inner_conj_symm, ← h.adj, inner_conj_symm]
    rw [h1, h.adj, ← inner_add_right, add_comm, h.car]
    split_ifs <;> simp
  have e1 : ⟪∑ i, c i • a i x, ∑ i, c i • a i x⟫_ℂ
      = ∑ i, ∑ j, c i * conj (c j) * ⟪a j x, a i x⟫_ℂ := by
    rw [inner_sum]
    refine Finset.sum_congr rfl fun i _ => ?_
    rw [sum_inner]
    refine Finset.sum_congr rfl fun j _ => ?_
    rw [inner_smul_left, inner_smul_right]
    ring
  have e2 : ⟪∑ i, conj (c i) • ad i x, ∑ i, conj (c i) • ad i x⟫_ℂ
      = ∑ i, ∑ j, c i * conj (c j) * ⟪ad i x, ad j x⟫_ℂ := by
    rw [sum_inner]
    refine Finset.sum_congr rfl fun i _ => ?_
    rw [inner_sum]
    refine Finset.sum_congr rfl fun j _ => ?_
    rw [inner_smul_left, inner_smul_right, Complex.conj_conj]
    ring
  -- only the diagonal terms survive
  have e3 : ⟪∑ i, c i • a i x, ∑ i, c i • a i x⟫_ℂ
      + ⟪∑ i, conj (c i) • ad i x, ∑ i, conj (c i) • ad i x⟫_ℂ
      = ∑ i, c i * conj (c i) * ⟪x, x⟫_ℂ := by
    rw [e1, e2, ← Finset.sum_add_distrib]
    refine Finset.sum_congr rfl fun i _ => ?_
    rw [← Finset.sum_add_distrib, Finset.sum_eq_single i]
    · rw [← mul_add, pair, if_pos rfl]
    · intro j _ hj
      rw [← mul_add, pair, if_neg (Ne.symm hj), mul_zero]
    · simp
  simp only [inner_self_cast, Complex.mul_conj, Complex.normSq_eq_norm_sq,
    ← Finset.sum_mul] at e3
  exact_mod_cast e3
```

This is equation (1). The step `pair` takes the expectation value of the anticommutator, `e1` and `e2` expand the two squared norms as double sums, and `e3` adds them, keeping only the terms with \(j=i\). The final cast returns to real numbers.

```lean
/-- For unit vectors `θ` and `ψ`, the squared overlaps of `θ` with the vectors `a i ψ`
add up to at most one. -/
theorem parent_weight_le_one {a ad : ι → H →ₗ[ℂ] H} (h : FermionModes a ad) {θ ψ : H}
    (hθ : ‖θ‖ = 1) (hψ : ‖ψ‖ = 1) : ∑ i, ‖⟪θ, a i ψ⟫_ℂ‖ ^ 2 ≤ 1 := by
  have hb := orbital_norm_sum h (fun i => conj ⟪θ, a i ψ⟫_ℂ) ψ
  have hS : ⟪θ, ∑ i, conj ⟪θ, a i ψ⟫_ℂ • a i ψ⟫_ℂ
      = ((∑ i, ‖⟪θ, a i ψ⟫_ℂ‖ ^ 2 : ℝ) : ℂ) := by
    rw [inner_sum, Complex.ofReal_sum]
    refine Finset.sum_congr rfl fun i _ => ?_
    rw [inner_smul_right, mul_comm, Complex.mul_conj, Complex.normSq_eq_norm_sq]
  have h0 : 0 ≤ ∑ i, ‖⟪θ, a i ψ⟫_ℂ‖ ^ 2 := Finset.sum_nonneg fun i _ => sq_nonneg _
  -- Cauchy-Schwarz, then the orbital bound: S² ≤ S
  have hc := norm_inner_le_norm (𝕜 := ℂ) θ (∑ i, conj ⟪θ, a i ψ⟫_ℂ • a i ψ)
  rw [hS, hθ, one_mul, Complex.norm_real, Real.norm_of_nonneg h0] at hc
  simp only [RCLike.norm_conj, hψ, one_pow, mul_one] at hb
  have hsq := pow_le_pow_left₀ h0 hc 2
  have hpos := sq_nonneg ‖∑ i, conj (conj ⟪θ, a i ψ⟫_ℂ) • ad i ψ‖
  by_contra hlt
  have hlt' := lt_of_not_ge hlt
  nlinarith
```

This is bound (2). No electron number is assumed for either vector, so the case of an \((N-1)\)-electron \(\theta\) is included. In the proof, `hS` identifies the overlap with \(S\), `hc` is Cauchy–Schwarz and `hb` is the orbital identity; `nlinarith` then rules out \(S>1\).

## Electron number and dimension of the parents

```lean
/-- Removing an electron from an `(N+1)`-electron vector leaves an `N`-electron vector,
or zero. -/
theorem parent_hasElectrons {a ad : ι → H →ₗ[ℂ] H} (h : FermionModes a ad) {N : ℕ} {ψ : H}
    (hN : HasElectrons a ad (N + 1) ψ) (i : ι) : HasElectrons a ad N (a i ψ) := by
  have hN' : ∑ j, ad j (a j ψ) = ((N + 1 : ℕ) : ℂ) • ψ := hN
  have step : ∀ j, ad j (a j (a i ψ)) = a i (ad j (a j ψ)) - if i = j then a j ψ else 0 := by
    intro j
    rw [eq_neg_of_add_eq_zero_left (h.anti j i ψ), map_neg, ← h.car i j (a j ψ)]
    abel
  change ∑ j, ad j (a j (a i ψ)) = (N : ℂ) • a i ψ
  rw [Finset.sum_congr rfl fun j _ => step j, Finset.sum_sub_distrib, ← map_sum, hN',
    Finset.sum_ite_eq, if_pos (Finset.mem_univ i), map_smul]
  push_cast
  module
```

The equation `step` moves \(a_i\) to the left through the number operator, one mode at a time. Summing over \(j\) lowers the eigenvalue by one.

```lean
/-- The vectors `a i ψ` obtained from a unit `N`-electron vector `ψ` span at least `N`
dimensions. -/
theorem le_parent_dimension {a ad : ι → H →ₗ[ℂ] H} (h : FermionModes a ad) {N : ℕ} {ψ : H}
    (hψ : ‖ψ‖ = 1) (hN : HasElectrons a ad N ψ) :
    N ≤ Module.finrank ℂ (Submodule.span ℂ (Set.range fun i => a i ψ)) := by
  have hN' : ∑ i, ad i (a i ψ) = (N : ℂ) • ψ := hN
  -- the squared norms of the parents add up to the electron number
  have hsum : ((∑ i, ‖a i ψ‖ ^ 2 : ℝ) : ℂ) = (N : ℂ) := by
    rw [Complex.ofReal_sum]
    calc _ = ∑ i, ⟪ad i (a i ψ), ψ⟫_ℂ :=
          Finset.sum_congr rfl fun i _ => by rw [h.adj, inner_self_cast]
      _ = (N : ℂ) := by
          rw [← sum_inner, hN', inner_smul_left, inner_self_cast, hψ]
          simp
  have hsum' : ∑ i, ‖a i ψ‖ ^ 2 = (N : ℝ) := by exact_mod_cast hsum
  have : FiniteDimensional ℂ (Submodule.span ℂ (Set.range fun i => a i ψ)) :=
    FiniteDimensional.span_of_finite ℂ (Set.finite_range _)
  let b := stdOrthonormalBasis ℂ (Submodule.span ℂ (Set.range fun i => a i ψ))
  have hexp : ∀ i, ‖a i ψ‖ ^ 2 = ∑ p, ‖⟪(b p : H), a i ψ⟫_ℂ‖ ^ 2 := fun i =>
    (b.sum_sq_norm_inner_right ⟨a i ψ, Submodule.subset_span ⟨i, rfl⟩⟩).symm
  -- each basis vector of the span carries weight at most one
  have hle : ∑ i, ‖a i ψ‖ ^ 2
      ≤ (Module.finrank ℂ (Submodule.span ℂ (Set.range fun i => a i ψ)) : ℝ) := by
    rw [Finset.sum_congr rfl fun i _ => hexp i, Finset.sum_comm]
    refine (Finset.sum_le_sum fun p _ =>
      parent_weight_le_one h (b.orthonormal.1 p) hψ).trans ?_
    simp
  rw [hsum'] at hle
  exact_mod_cast hle
```

`Module.finrank` of the span is the dimension \(d\). The proof obtains the total squared norm in `hsum`, expands each parent in the orthonormal basis `b` through `hexp`, and exchanges the sums in `hle` to apply the weight bound to each basis vector.

```lean
/-- If all vectors `a i ψ` of a unit `N`-electron vector `ψ` are expanded in a finite family
of parent states `θ p`, then the family has at least `N` members. -/
theorem le_card_parents {a ad : ι → H →ₗ[ℂ] H} (h : FermionModes a ad) {N : ℕ} {ψ : H}
    (hψ : ‖ψ‖ = 1) (hN : HasElectrons a ad N ψ) {P : Type*} [Fintype P] (θ : P → H)
    (c : P → ι → ℂ) (hc : ∀ i, a i ψ = ∑ p, c p i • θ p) : N ≤ Fintype.card P := by
  have : FiniteDimensional ℂ (Submodule.span ℂ (Set.range θ)) :=
    FiniteDimensional.span_of_finite ℂ (Set.finite_range _)
  have hsub : Submodule.span ℂ (Set.range fun i => a i ψ) ≤ Submodule.span ℂ (Set.range θ) := by
    rw [Submodule.span_le]
    rintro _ ⟨i, rfl⟩
    change a i ψ ∈ Submodule.span ℂ (Set.range θ)
    rw [hc i]
    exact Submodule.sum_mem _ fun p _ =>
      Submodule.smul_mem _ _ (Submodule.subset_span ⟨p, rfl⟩)
  exact (le_parent_dimension h hψ hN).trans
    ((Submodule.finrank_mono hsub).trans (finrank_range_le_card θ))
```

The parents `θ p` are arbitrary vectors, so orthonormal \((N-1)\)-electron parents are a special case. The hypothesis `hc` is the parentage expansion, and `hsub` is the inclusion of spans.

## Determinants and a two-mode example

```lean
/-- A unit vector in which the modes of `S` are filled and all others empty has `|S|` electrons,
and its vectors `a i ψ` span exactly `|S|` dimensions. -/
theorem determinant_parent_dimension {a ad : ι → H →ₗ[ℂ] H} (h : FermionModes a ad) {ψ : H}
    (hψ : ‖ψ‖ = 1) (S : Finset ι) (hfull : ∀ i ∈ S, ad i ψ = 0) (hempty : ∀ i ∉ S, a i ψ = 0) :
    HasElectrons a ad S.card ψ ∧
      Module.finrank ℂ (Submodule.span ℂ (Set.range fun i => a i ψ)) = S.card := by
  have hN : HasElectrons a ad S.card ψ := by
    have occ : ∀ i, ad i (a i ψ) = if i ∈ S then ψ else 0 := by
      intro i
      by_cases hi : i ∈ S
      · have hcar := h.car i i ψ
        rw [hfull i hi, map_zero, zero_add, if_pos rfl] at hcar
        rw [hcar, if_pos hi]
      · rw [hempty i hi, map_zero, if_neg hi]
    change ∑ i, ad i (a i ψ) = (S.card : ℂ) • ψ
    rw [Finset.sum_congr rfl fun i _ => occ i, Finset.sum_ite_mem, Finset.univ_inter,
      Finset.sum_const, Nat.cast_smul_eq_nsmul]
  refine ⟨hN, le_antisymm ?_ (le_parent_dimension h hψ hN)⟩
  -- only the filled modes contribute parents
  have : FiniteDimensional ℂ (Submodule.span ℂ (Set.range fun i : S => a i ψ)) :=
    FiniteDimensional.span_of_finite ℂ (Set.finite_range _)
  have hsub : Submodule.span ℂ (Set.range fun i => a i ψ)
      ≤ Submodule.span ℂ (Set.range fun i : S => a i ψ) := by
    rw [Submodule.span_le]
    rintro _ ⟨i, rfl⟩
    change a i ψ ∈ Submodule.span ℂ (Set.range fun i : S => a i ψ)
    by_cases hi : i ∈ S
    · exact Submodule.subset_span ⟨⟨i, hi⟩, rfl⟩
    · rw [hempty i hi]
      exact Submodule.zero_mem _
  have hcard := finrank_range_le_card (R := ℂ) (fun i : S => a i ψ)
  rw [Fintype.card_coe] at hcard
  exact (Submodule.finrank_mono hsub).trans hcard
```

The determinant is specified by its occupations, `hfull` and `hempty`. The step `occ` evaluates each number operator. The upper bound on the dimension comes from the filled modes alone, and the lower bound from the preceding dimension theorem.

```lean
/-- The operator on four-component state vectors given by a matrix. -/
def op (M : Matrix (Fin 4) (Fin 4) ℂ) : EuclideanSpace ℂ (Fin 4) →ₗ[ℂ] EuclideanSpace ℂ (Fin 4) where
  toFun x := WithLp.toLp 2 (M *ᵥ x.ofLp)
  map_add' x y := by simp [Matrix.mulVec_add]
  map_smul' c x := by simp [Matrix.mulVec_smul]

/-- Annihilation matrices of two modes in the basis empty, first filled, second filled,
both filled. -/
def twoModes : Fin 2 → Matrix (Fin 4) (Fin 4) ℂ :=
  ![!![0, 1, 0, 0; 0, 0, 0, 0; 0, 0, 0, 1; 0, 0, 0, 0],
    !![0, 0, 1, 0; 0, 0, 0, -1; 0, 0, 0, 0; 0, 0, 0, 0]]
```

The entry \(-1\) is the fermionic sign for removing the second electron past the first.

```lean
/-- The two-mode matrices and their adjoints are fermion modes, and the state with both modes
filled is a unit two-electron vector. -/
theorem fermionModes_witness :
    FermionModes (fun i => op (twoModes i)) (fun i => op (twoModes i)ᴴ) ∧
    ‖(!₂[0, 0, 0, 1] : EuclideanSpace ℂ (Fin 4))‖ = 1 ∧
    HasElectrons (fun i => op (twoModes i)) (fun i => op (twoModes i)ᴴ) 2 !₂[0, 0, 0, 1] := by
  refine ⟨⟨?_, ?_, ?_⟩, ?_, ?_⟩
  · intro i x y
    rw [EuclideanSpace.inner_eq_star_dotProduct, EuclideanSpace.inner_eq_star_dotProduct]
    change y.ofLp ⬝ᵥ star ((twoModes i)ᴴ *ᵥ x.ofLp) = (twoModes i *ᵥ y.ofLp) ⬝ᵥ star x.ofLp
    rw [Matrix.star_mulVec, Matrix.conjTranspose_conjTranspose, dotProduct_comm,
      ← Matrix.dotProduct_mulVec, dotProduct_comm]
  · intro i j x
    ext k
    fin_cases i <;> fin_cases j <;> fin_cases k <;>
      simp [op, twoModes, dotProduct, Fin.sum_univ_four]
  · intro i j x
    ext k
    fin_cases i <;> fin_cases j <;> fin_cases k <;>
      simp [op, twoModes, Matrix.mulVec, dotProduct, Fin.sum_univ_four]
  · simp [EuclideanSpace.norm_eq, Fin.sum_univ_four]
  · unfold HasElectrons
    ext k
    fin_cases k <;>
      simp [op, twoModes, Matrix.mulVec, dotProduct, Matrix.mul_apply, Fin.sum_univ_four,
        Fin.sum_univ_two, one_add_one_eq_two]

end ParentageDimension
```

These matrices realise the assumed algebra with a unit two-electron state. Adjointness follows from the conjugate transpose; the remaining relations are checked component by component.

```lean
#print axioms ParentageDimension.parent_hasElectrons
-- 'ParentageDimension.parent_hasElectrons' depends on axioms: [propext, Classical.choice, Quot.sound]
#print axioms ParentageDimension.le_card_parents
-- 'ParentageDimension.le_card_parents' depends on axioms: [propext, Classical.choice, Quot.sound]
#print axioms ParentageDimension.determinant_parent_dimension
-- 'ParentageDimension.determinant_parent_dimension' depends on axioms: [propext, Classical.choice, Quot.sound]
```
